# Coefficients 2/11, 12/11 and 3/11 make a compact second-derivative scheme exact through degree seven

Take three neighbouring grid points with spacing $h\neq0$, and look for numbers $\alpha$ and $a$ such that

$$\alpha\bigl(u''(x-h)+u''(x+h)\bigr)+u''(x)=a\,\frac{u(x+h)-2u(x)+u(x-h)}{h^2}.$$

Put $x=0$. For $u=x^2$ the relation reads $2(1+2\alpha)=2a$. For $u=x^4$, where $u''=12x^2$, it reads $24\alpha h^2=2ah^2$. Hence $a=1+2\alpha$ and $a=12\alpha$, which gives $\alpha=1/10$ and $a=6/5$, the Numerov coefficients. Each even power supplies one linear equation, so a further coefficient allows a further even power.

## Three coefficients and three even powers

Add a difference with step $2h$ to the right-hand side:

$$\alpha\bigl(u''(x-h)+u''(x+h)\bigr)+u''(x)=a\,\frac{\delta_hu(x)}{h^2}+b\,\frac{\delta_{2h}u(x)}{4h^2},$$

where $\delta_su(x)=u(x+s)-2u(x)+u(x-s)$. The claim is that, for any fixed $h\ne0$, this holds for all real polynomials of degree at most 7 and all $x$ if and only if $\alpha=2/11$, $a=12/11$ and $b=3/11$.

Let $u$ have degree at most 9. Its Taylor expansion about $x$ terminates, and the odd powers of $s$ cancel in $\delta_s$:

$$\delta_su=s^2u''+\frac{s^4}{12}u^{(4)}+\frac{s^6}{360}u^{(6)}+\frac{s^8}{20160}u^{(8)}.$$

All derivatives are taken at $x$. The same formula applied to $u''$ with step $h$ gives

$$u''(x-h)+u''(x+h)=2u''+h^2u^{(4)}+\frac{h^4}{12}u^{(6)}+\frac{h^6}{360}u^{(8)},$$

since $u^{(10)}=0$. For the step $2h$, division by $4h^2$ leaves

$$\frac{\delta_{2h}u}{4h^2}=u''+\frac{4h^2}{12}u^{(4)}+\frac{16h^4}{360}u^{(6)}+\frac{64h^6}{20160}u^{(8)}.$$

The left side of the scheme minus the right side is therefore

$$\begin{aligned}
&(1+2\alpha-a-b)\,u''+h^2\Bigl(\alpha-\frac{a+4b}{12}\Bigr)u^{(4)}\\
&+h^4\Bigl(\frac{\alpha}{12}-\frac{a+16b}{360}\Bigr)u^{(6)}+h^6\Bigl(\frac{\alpha}{360}-\frac{a+64b}{20160}\Bigr)u^{(8)}.
\end{aligned}$$

At the origin, $x^2$, $x^4$ and $x^6$ each have only one nonzero derivative in this list. Exactness thus forces the first three brackets to vanish:

$$a+b=1+2\alpha,\qquad a+4b=12\alpha,\qquad a+16b=30\alpha.$$

The first two equations give $b=(10\alpha-1)/3$ and $a=4(1-\alpha)/3$. Subtracting the second from the third gives $b=3\alpha/2$. Equating the two expressions for $b$ yields $\alpha=2/11$, and then $a=12/11$ and $b=3/11$. Conversely, with these values the first three brackets vanish, and $u^{(8)}=0$ for degree at most 7.

The last bracket becomes $\frac1{1980}-\frac{17}{18480}=-\frac{23}{55440}$, so the scheme fails for $x^8$.

**Numbers for $h=1$, $x=0$.** For $u=x^6$ the left side is $\frac2{11}(30+30)=\frac{120}{11}$, and the right side is $\frac{12}{11}\cdot2+\frac3{11}\cdot\frac{128}{4}=\frac{120}{11}$. For $u=x^8$ the two sides are $\frac{224}{11}$ and $\frac{408}{11}$. Their difference, $-\frac{184}{11}$, equals $-\frac{23}{55440}\cdot 8!$.

Relations of this kind can discretise the kinetic-energy term of a one-dimensional Schrödinger equation; the result here concerns polynomial exactness on a uniform grid, without boundary formulas, stability or convergence.

## The two sides as Lean definitions

```lean
import Mathlib

open Polynomial

namespace CompactSecondDerivative

noncomputable section
```

The function $u$ is a formal polynomial, `u : ℝ[X]`, and `u.eval x` is its value at $x$.

```lean
/-- The central second difference `u(x+s) - 2u(x) + u(x-s)` with step `s`. -/
def centralDiff (u : ℝ[X]) (s x : ℝ) : ℝ :=
  u.eval (x + s) - 2 * u.eval x + u.eval (x - s)
```

This is $\delta_su(x)$.

```lean
/-- The compact side of the scheme: the second derivative at `x` plus `α` times
its values at the two neighbouring grid points. -/
def compactSide (α h : ℝ) (u : ℝ[X]) (x : ℝ) : ℝ :=
  α * ((derivative^[2] u).eval (x - h) + (derivative^[2] u).eval (x + h))
    + (derivative^[2] u).eval x
```

The expression `derivative^[2] u` is the formal derivative applied twice, which for polynomials agrees with $u''$. The coefficient of $u''(x)$ is fixed at 1; without this normalisation, all coefficients could be rescaled together.

```lean
/-- The difference side of the scheme: central difference quotients with steps
`h` and `2h`, weighted by `a` and `b`, for grid spacing `h ≠ 0`. -/
def differenceSide (a b h : ℝ) (u : ℝ[X]) (x : ℝ) : ℝ :=
  a * centralDiff u h x / h ^ 2 + b * centralDiff u (2 * h) x / (4 * h ^ 2)
```

The weight $b$ multiplies a quotient with denominator $4h^2$, so $a$ and $b$ both weight approximations to $u''$. The theorems about the scheme assume only `h ≠ 0`, which includes every positive grid spacing.

## A Taylor expansion without remainder

```lean
/-- For polynomials of degree at most 9, the central second difference is a sum of
four terms containing the derivatives of order 2, 4, 6 and 8. -/
theorem centralDiff_taylor (u : ℝ[X]) (hu : u.natDegree ≤ 9) (s x : ℝ) :
    centralDiff u s x = s ^ 2 * (derivative^[2] u).eval x
      + s ^ 4 / 12 * (derivative^[4] u).eval x
      + s ^ 6 / 360 * (derivative^[6] u).eval x
      + s ^ 8 / 20160 * (derivative^[8] u).eval x := by
  unfold centralDiff
  -- expand about x; the Taylor coefficients are derivatives over factorials
  have T : ∀ t : ℝ, u.eval (x + t) =
      ∑ i ∈ Finset.range 10, (taylor x u).coeff i * t ^ i := by
    intro t
    rw [add_comm x t, ← taylor_eval,
      eval_eq_sum_range' (n := 10) (by rw [natDegree_taylor]; omega)]
  have D : ∀ k : ℕ, (derivative^[k] u).eval x =
      (k.factorial : ℝ) * (taylor x u).coeff k := by
    intro k
    rw [taylor_coeff, ← factorial_smul_hasseDeriv]
    simp [nsmul_eq_mul]
  have Z : (taylor x u).coeff 0 = u.eval x := by rw [taylor_coeff_zero]
  rw [sub_eq_add_neg x s, T s, T (-s), D 2, D 4, D 6, D 8, ← Z]
  generalize (taylor x u).coeff = c
  -- the odd powers of the step cancel
  simp only [Finset.sum_range_succ, Finset.sum_range_zero,
    show Nat.factorial 2 = 2 from rfl, show Nat.factorial 4 = 24 from rfl,
    show Nat.factorial 6 = 720 from rfl, show Nat.factorial 8 = 40320 from rfl]
  push_cast
  ring
```

The device here is Mathlib's `taylor x u`, the polynomial $u(X+x)$ re-expanded in powers of $X$. Its value at $t$ is $u(x+t)$, and its $k$-th coefficient is $u^{(k)}(x)/k!$. Mathlib expresses that coefficient through the Hasse derivative, which has the factorial already divided out; `factorial_smul_hasseDeriv` restores it. No limit or remainder estimate enters.

In the proof, `T` writes $u(x+t)$ as a sum of exactly ten terms, whatever the actual degree, and `D` translates coefficients into derivatives. Once the coefficients are replaced by an arbitrary sequence `c`, the claim is an algebraic identity, and `ring` cancels the odd powers.

## The truncation error for arbitrary coefficients

```lean
/-- The exact truncation error of the scheme with arbitrary coefficients, for
polynomials of degree at most 9 and grid spacing `h ≠ 0`. -/
theorem truncation_error {h : ℝ} (hh : h ≠ 0) (α a b : ℝ) (u : ℝ[X])
    (hu : u.natDegree ≤ 9) (x : ℝ) :
    compactSide α h u x - differenceSide a b h u x =
      (1 + 2 * α - a - b) * (derivative^[2] u).eval x
      + h ^ 2 * (α - (a + 4 * b) / 12) * (derivative^[4] u).eval x
      + h ^ 4 * (α / 12 - (a + 16 * b) / 360) * (derivative^[6] u).eval x
      + h ^ 6 * (α / 360 - (a + 64 * b) / 20160) * (derivative^[8] u).eval x := by
  -- expand the neighbouring second derivatives by the same Taylor formula
  have hdeg : (derivative^[2] u).natDegree ≤ 9 := by
    have := natDegree_iterate_derivative u 2
    omega
  have e : ∀ k, derivative^[k] (derivative^[2] u) = derivative^[k + 2] u :=
    fun k => (Function.iterate_add_apply _ k 2 u).symm
  have z : derivative^[10] u = 0 := iterate_derivative_eq_zero (by omega)
  have c := centralDiff_taylor (derivative^[2] u) hdeg h x
  simp only [e, Nat.reduceAdd, z, eval_zero, centralDiff] at c
  have c' : (derivative^[2] u).eval (x - h) + (derivative^[2] u).eval (x + h) =
      2 * (derivative^[2] u).eval x + h ^ 2 * (derivative^[4] u).eval x
      + h ^ 4 / 12 * (derivative^[6] u).eval x
      + h ^ 6 / 360 * (derivative^[8] u).eval x := by
    linear_combination c
  unfold compactSide differenceSide
  rw [c', centralDiff_taylor u hu h x, centralDiff_taylor u hu (2 * h) x]
  field_simp
  ring
```

This is the four-bracket formula above. The fact `c` is the Taylor formula for $u''$, with `z` removing the tenth derivative, and `c'` solves it for the sum of the neighbouring second derivatives. Expanding both differences and clearing the powers of $h$ completes the calculation.

```lean
/-- At the origin the `k`-th derivative of `xⁿ` is `k!` if `k = n`, and zero
otherwise. -/
theorem derivative_power_at_zero (n k : ℕ) :
    (derivative^[k] (X ^ n : ℝ[X])).eval 0 =
      if k = n then (k.factorial : ℝ) else 0 := by
  rw [← coeff_zero_eq_eval_zero, coeff_iterate_derivative, zero_add,
    Nat.descFactorial_self, coeff_X_pow]
  split_ifs <;> simp
```

This lemma lets each monomial isolate one bracket.

## Exactness through degree five

```lean
/-- For `h ≠ 0`, the scheme is exact for all polynomials of degree at most 5 if and
only if `a = 4(1-α)/3` and `b = (10α-1)/3`. -/
theorem exact_degree_five_iff {h : ℝ} (hh : h ≠ 0) (α a b : ℝ) :
    (∀ u : ℝ[X], u.natDegree ≤ 5 → ∀ x,
      compactSide α h u x = differenceSide a b h u x) ↔
    a = 4 * (1 - α) / 3 ∧ b = (10 * α - 1) / 3 := by
  constructor
  · intro H
    -- the powers 2 and 4 give two linear conditions
    have t2 := truncation_error hh α a b (X ^ 2) (by simp) 0
    have t4 := truncation_error hh α a b (X ^ 4) (by simp) 0
    rw [H _ (by simp), sub_self] at t2 t4
    rw [derivative_power_at_zero, derivative_power_at_zero,
      derivative_power_at_zero, derivative_power_at_zero] at t2 t4
    simp only [show Nat.factorial 2 = 2 from rfl, show Nat.factorial 4 = 24 from rfl,
      show Nat.factorial 6 = 720 from rfl,
      show Nat.factorial 8 = 40320 from rfl] at t2 t4
    norm_num [hh] at t2 t4
    constructor <;> linarith
  · rintro ⟨rfl, rfl⟩ u hu x
    have t := truncation_error hh α (4 * (1 - α) / 3) ((10 * α - 1) / 3) u
      (by omega) x
    have z6 : derivative^[6] u = 0 := iterate_derivative_eq_zero (by omega)
    have z8 : derivative^[8] u = 0 := iterate_derivative_eq_zero (by omega)
    rw [z6, z8, eval_zero] at t
    generalize (derivative^[2] u).eval x = p at t
    generalize (derivative^[4] u).eval x = q at t
    refine sub_eq_zero.1 (t.trans ?_)
    ring
```

One free parameter $\alpha$ remains. In the forward direction, `t2` and `t4` are the truncation formulas for $x^2$ and $x^4$ at the origin, with the left side set to zero by exactness; `linarith` solves the two linear equations. In the reverse direction the sixth and eighth derivatives vanish, and `ring` checks that the first two brackets do too.

```lean
/-- Without the `2h` difference and for `h ≠ 0`, the scheme is exact through degree 5
if and only if it has the Numerov coefficients `α = 1/10` and `a = 6/5`. -/
theorem numerov_iff {h : ℝ} (hh : h ≠ 0) (α a : ℝ) :
    (∀ u : ℝ[X], u.natDegree ≤ 5 → ∀ x,
      compactSide α h u x = differenceSide a 0 h u x) ↔
    α = 1 / 10 ∧ a = 6 / 5 := by
  rw [exact_degree_five_iff hh]
  constructor <;> rintro ⟨h1, h2⟩ <;> constructor <;> linarith
```

Setting $b=0$ recovers the opening case. The theorem determines the coefficients of the relation; Numerov's method for an equation $u''=fu$ is obtained by substituting $fu$ for $u''$ in it.

## Degree seven fixes all three coefficients

```lean
/-- For `h ≠ 0`, the compact scheme is exact for all polynomials of degree at most 7
at every point if and only if `α = 2/11`, `a = 12/11` and `b = 3/11`. -/
theorem exact_degree_seven_iff {h : ℝ} (hh : h ≠ 0) (α a b : ℝ) :
    (∀ u : ℝ[X], u.natDegree ≤ 7 → ∀ x,
      compactSide α h u x = differenceSide a b h u x) ↔
    α = 2 / 11 ∧ a = 12 / 11 ∧ b = 3 / 11 := by
  constructor
  · intro H
    obtain ⟨ha, hb⟩ := (exact_degree_five_iff hh α a b).1
      (fun u hu => H u (by omega))
    -- the sixth power selects one member of the one-parameter family
    have t6 := truncation_error hh α a b (X ^ 6) (by simp) 0
    rw [H _ (by simp), sub_self] at t6
    rw [derivative_power_at_zero, derivative_power_at_zero,
      derivative_power_at_zero, derivative_power_at_zero] at t6
    simp only [show Nat.factorial 2 = 2 from rfl, show Nat.factorial 4 = 24 from rfl,
      show Nat.factorial 6 = 720 from rfl,
      show Nat.factorial 8 = 40320 from rfl] at t6
    norm_num [hh] at t6
    refine ⟨?_, ?_, ?_⟩ <;> linarith
  · rintro ⟨rfl, rfl, rfl⟩ u hu x
    have t := truncation_error hh (2 / 11) (12 / 11) (3 / 11) u (by omega) x
    have z8 : derivative^[8] u = 0 := iterate_derivative_eq_zero (by omega)
    rw [z8, eval_zero] at t
    generalize (derivative^[2] u).eval x = p at t
    generalize (derivative^[4] u).eval x = q at t
    generalize (derivative^[6] u).eval x = r at t
    refine sub_eq_zero.1 (t.trans ?_)
    ring
```

The spacing $h$ and the coefficients are fixed first, and exactness is then required for every $u$ and every $x$. The coefficients could in principle have depended on $h$, but the conclusion shows that they do not. The forward proof restricts exactness to degree 5, takes the resulting family, and adds the equation `t6` from $x^6$. The reverse proof puts the three values into the truncation formula.

## The error at degree eight

```lean
/-- With `α = 2/11`, `a = 12/11`, `b = 3/11` and `h ≠ 0`, the error for polynomials of
degree at most 9 is `-(23/55440) h⁶` times the eighth derivative. -/
theorem leading_error {h : ℝ} (hh : h ≠ 0) (u : ℝ[X]) (hu : u.natDegree ≤ 9)
    (x : ℝ) :
    compactSide (2 / 11) h u x - differenceSide (12 / 11) (3 / 11) h u x =
      -(23 / 55440) * h ^ 6 * (derivative^[8] u).eval x := by
  rw [truncation_error hh _ _ _ u hu x]
  ring
```

For degree at most 9 this is the whole error.

```lean
/-- For `h ≠ 0`, no choice of the three coefficients makes the scheme exact for all
polynomials of degree at most 8. -/
theorem not_exact_degree_eight {h : ℝ} (hh : h ≠ 0) (α a b : ℝ) :
    ¬ ∀ u : ℝ[X], u.natDegree ≤ 8 → ∀ x,
      compactSide α h u x = differenceSide a b h u x := by
  intro H
  obtain ⟨rfl, rfl, rfl⟩ := (exact_degree_seven_iff hh α a b).1
    (fun u hu => H u (by omega))
  -- the eighth power has a nonzero error at the origin
  have t := leading_error hh (X ^ 8) (by simp) 0
  rw [H _ (by simp), sub_self, derivative_power_at_zero] at t
  simp [Nat.factorial, hh] at t

end

end CompactSecondDerivative
```

Exactness through degree 8 would include exactness through degree 7 and so force the three values already found. The monomial $x^8$ then has a nonzero error at the origin, a contradiction. Degree 7 is therefore the best that this three-coefficient form can reach.

```lean
#print axioms CompactSecondDerivative.numerov_iff
#print axioms CompactSecondDerivative.exact_degree_seven_iff
#print axioms CompactSecondDerivative.not_exact_degree_eight
```

```
'CompactSecondDerivative.numerov_iff' depends on axioms: [propext, Classical.choice, Quot.sound]
'CompactSecondDerivative.exact_degree_seven_iff' depends on axioms: [propext, Classical.choice, Quot.sound]
'CompactSecondDerivative.not_exact_degree_eight' depends on axioms: [propext, Classical.choice, Quot.sound]
```
